# In a conductor with symmetric transmissions, added probes never lower the source current if no existing transmission is reduced

The transmissions between terminals are taken here as given numbers T_ij, not computed from a scattering matrix. This matters for dephasing probes. In a coherent device a new probe can take amplitude away from the direct path and so lower some of the old transmissions. That none of them is lowered is therefore a hypothesis of the result. Under it, for symmetric transmissions, a fixed voltage between source and drain, and probes that carry no net current, the source current without the new probes is a lower bound for the source current with them. The model is linear response with finitely many terminals.

The terminals form a finite type `V`, and probes attached later form a second finite type `P`.

In Lean 4 with Mathlib:

```lean
import Mathlib

namespace DephasingProbes

noncomputable section

variable {V P : Type*} [Fintype V] [Fintype P]
```

## Currents, power and the operating condition

Let terminal i have potential u_i. With potentials in units of the voltage between source and drain, and currents in units of the conductance quantum times that voltage, the net current leaving it is

I_i(u) = Σ_j T_ij (u_i − u_j).

The diagonal entries T_ii drop out, since they multiply u_i − u_i.

```lean
/-- Net current leaving terminal `i` when the terminals have potentials `u` and
transmissions `T`, in units of the conductance quantum. -/
def current (T : V → V → ℝ) (u : V → ℝ) (i : V) : ℝ :=
  ∑ j, T i j * (u i - u j)
```

For two sets of potentials v and u, define

E_T(v, u) = ½ Σ_ij T_ij (v_i − v_j)(u_i − u_j).

The factor ½ compensates for counting every link twice. For symmetric transmissions and v = u this is the dissipated power.

```lean
/-- The bilinear Joule form of the network; for symmetric transmissions and `v = u` it is the
dissipated power. -/
def jouleForm (T : V → V → ℝ) (v u : V → ℝ) : ℝ :=
  (∑ i, ∑ j, T i j * ((v i - v j) * (u i - u j))) / 2
```

The source s is held at 1 and the drain d at 0, so the source current is numerically the conductance. Every other terminal is a probe: it absorbs carriers and re-emits them without phase memory, and zero net current means that it neither supplies nor removes charge. `IsBiased T s d u` states these conditions on u as a property, without presupposing that such potentials exist or are unique.

```lean
/-- The potentials `u` have the source `s` at 1 and the drain `d` at 0, and every other
terminal is a probe that carries no net current. -/
structure IsBiased (T : V → V → ℝ) (s d : V) (u : V → ℝ) : Prop where
  source : u s = 1
  drain : u d = 0
  probe : ∀ i, i ≠ s → i ≠ d → current T u i = 0
```

Connectedness means that a chain of positive transmissions joins any two terminals. It is used only for existence and uniqueness, not for the inequalities.

```lean
/-- Any two terminals are joined by a chain of positive transmissions. -/
def Connected (T : V → V → ℝ) : Prop :=
  ∀ i j, Relation.ReflTransGen (fun a b => 0 < T a b) i j
```

## The source current as a power

Weight the currents with v and sum:

Σ_i v_i I_i(u) = Σ_ij T_ij v_i (u_i − u_j).

Exchanging the names i and j and using T_ij = T_ji turns the right side into

−Σ_ij T_ij v_j (u_i − u_j).

Half the sum of the two expressions is E_T(v, u). The symmetry T_ij = T_ji follows from time-reversal invariance, which holds when there is neither a magnetic field nor magnetic order. In the code, `h1` expands the weighted sum, `h2` exchanges the ends of each link, and `h3` adds the two forms.

```lean
/-- For symmetric transmissions, the currents of `u` weighted with potentials `v` sum to
the Joule form. -/
theorem sum_mul_current {T : V → V → ℝ} (hT : ∀ i j, T i j = T j i) (v u : V → ℝ) :
    ∑ i, v i * current T u i = jouleForm T v u := by
  have h1 : ∑ i, v i * current T u i = ∑ i, ∑ j, T i j * v i * (u i - u j) := by
    unfold current
    refine Finset.sum_congr rfl fun i _ => ?_
    rw [Finset.mul_sum]
    exact Finset.sum_congr rfl fun j _ => by ring
  -- exchange the two ends of every link
  have h2 : ∑ i, ∑ j, T i j * v i * (u i - u j)
      = ∑ i, ∑ j, -(T i j * v j * (u i - u j)) := by
    rw [Finset.sum_comm]
    refine Finset.sum_congr rfl fun i _ => Finset.sum_congr rfl fun j _ => ?_
    rw [hT j i]
    ring
  have h3 : ∑ i, ∑ j, T i j * ((v i - v j) * (u i - u j))
      = ∑ i, ∑ j, T i j * v i * (u i - u j)
        + ∑ i, ∑ j, -(T i j * v j * (u i - u j)) := by
    simp only [← Finset.sum_add_distrib]
    exact Finset.sum_congr rfl fun i _ => Finset.sum_congr rfl fun j _ => by ring
  unfold jouleForm
  linarith
```

Now let u satisfy the operating condition, and let v be any trial potentials with v_s = 1 and v_d = 0. In Σ_i v_i I_i(u) the drain term vanishes because v_d = 0, and the probe terms vanish because their currents do. Only the source term is left:

E_T(v, u) = I_s(u).

`Finset.sum_eq_single` isolates that term.

```lean
/-- For symmetric transmissions, the Joule form of the true potentials with any trial
potentials that are 1 at the source and 0 at the drain equals the source current. -/
theorem jouleForm_eq_current {T : V → V → ℝ} (hT : ∀ i j, T i j = T j i) {s d : V}
    {u v : V → ℝ} (hu : IsBiased T s d u) (hs : v s = 1) (hd : v d = 0) :
    jouleForm T v u = current T u s := by
  rw [← sum_mul_current hT, Finset.sum_eq_single s]
  · rw [hs, one_mul]
  · intro i _ his
    by_cases hid : i = d
    · rw [hid, hd, zero_mul]
    · rw [hu.probe i his hid, mul_zero]
  · intro h
    exact absurd (Finset.mem_univ s) h
```

The choice v = u gives E_T(u, u) = I_s(u) as well. If all T_ij ≥ 0, the power of the difference v − u is nonnegative, so

0 ≤ E_T(v − u, v − u) = E_T(v, v) − 2 E_T(v, u) + E_T(u, u) = E_T(v, v) − I_s(u).

This is the Dirichlet principle: the true potentials dissipate the least power among all trial potentials with the same contact values. `hsq` is the inequality on the left and `hexp` the expansion.

```lean
/-- Dirichlet principle: for symmetric nonnegative transmissions, the source current is at
most the power of any trial potentials that are 1 at the source and 0 at the drain. -/
theorem current_le_jouleForm {T : V → V → ℝ} (hT : ∀ i j, T i j = T j i)
    (h0 : ∀ i j, 0 ≤ T i j) {s d : V} {u v : V → ℝ} (hu : IsBiased T s d u)
    (hs : v s = 1) (hd : v d = 0) : current T u s ≤ jouleForm T v v := by
  have hvu := jouleForm_eq_current hT hu hs hd
  have huu := jouleForm_eq_current hT hu hu.source hu.drain
  -- the power of the difference `v - u` is nonnegative
  have hsq : 0 ≤ jouleForm T (fun i => v i - u i) (fun i => v i - u i) :=
    div_nonneg (Finset.sum_nonneg fun i _ => Finset.sum_nonneg fun j _ =>
      mul_nonneg (h0 i j) (mul_self_nonneg _)) (by norm_num)
  have hexp : jouleForm T (fun i => v i - u i) (fun i => v i - u i)
      = jouleForm T v v - 2 * jouleForm T v u + jouleForm T u u := by
    simp only [jouleForm, Finset.sum_div, Finset.mul_sum, ← Finset.sum_sub_distrib,
      ← Finset.sum_add_distrib]
    exact Finset.sum_congr rfl fun i _ => Finset.sum_congr rfl fun j _ => by ring
  linarith
```

## Raising transmissions and attaching probes

Let T_ij ≤ T'_ij for all i and j, and let u and u' be potentials that satisfy the operating condition for T and T'. Use u' as trial potentials in the network T:

I_s(u) ≤ E_T(u', u') ≤ E_T'(u', u') = I'_s(u').

Here I' is the current computed with T'. The middle step compares the sums term by term, since each square (u'_i − u'_j)² is nonnegative. As both matrices are symmetric, raising a single coupling means raising T_ij and T_ji together.

```lean
/-- The source current is nondecreasing in every transmission, for symmetric nonnegative
transmissions and probes that carry no net current. -/
theorem current_mono {T T' : V → V → ℝ} (hT : ∀ i j, T i j = T j i)
    (hT' : ∀ i j, T' i j = T' j i) (h0 : ∀ i j, 0 ≤ T i j) (hle : ∀ i j, T i j ≤ T' i j)
    {s d : V} {u u' : V → ℝ} (hu : IsBiased T s d u) (hu' : IsBiased T' s d u') :
    current T u s ≤ current T' u' s := by
  -- the potentials of the larger network serve as trial potentials
  refine (current_le_jouleForm hT h0 hu hu'.source hu'.drain).trans ?_
  rw [← jouleForm_eq_current hT' hu' hu'.source hu'.drain]
  refine div_le_div_of_nonneg_right ?_ (by norm_num)
  exact Finset.sum_le_sum fun i _ => Finset.sum_le_sum fun j _ =>
    mul_le_mul_of_nonneg_right (hle i j) (mul_self_nonneg _)
```

With new probes the terminals become `V ⊕ P`, where `Sum.inl i` is the old terminal i. The hypothesis `hle` compares transmissions between old terminals only; the couplings of the new probes may be any symmetric nonnegative numbers. Formally `hle` includes the diagonal i = j, but the diagonal entries do not affect any current, so they can be set to zero in both networks before the theorem is applied. Restrict u' to the old terminals and use it as trial potentials there. Then

I_s(u) ≤ ½ Σ_{i,j in V} T_ij (u'_i − u'_j)² ≤ E_T'(u', u') = I'_s(u').

The second inequality raises the old transmissions to their new values and adds the nonnegative power in all links that touch a new probe. `Fintype.sum_sum_type` splits the sums into old and new terminals.

```lean
/-- Attaching new probes `P` to a device with terminals `V` never lowers the source current,
if all transmissions are symmetric and nonnegative and no existing one is reduced. -/
theorem current_le_of_add_probes {T : V → V → ℝ} {T' : V ⊕ P → V ⊕ P → ℝ}
    (hT : ∀ i j, T i j = T j i) (hT' : ∀ i j, T' i j = T' j i)
    (h0 : ∀ i j, 0 ≤ T i j) (h0' : ∀ i j, 0 ≤ T' i j)
    (hle : ∀ i j, T i j ≤ T' (Sum.inl i) (Sum.inl j)) {s d : V} {u : V → ℝ}
    {u' : V ⊕ P → ℝ} (hu : IsBiased T s d u)
    (hu' : IsBiased T' (Sum.inl s) (Sum.inl d) u') :
    current T u s ≤ current T' u' (Sum.inl s) := by
  refine (current_le_jouleForm (v := fun i => u' (Sum.inl i)) hT h0 hu
    hu'.source hu'.drain).trans ?_
  rw [← jouleForm_eq_current hT' hu' hu'.source hu'.drain]
  refine div_le_div_of_nonneg_right ?_ (by norm_num)
  have hn : ∀ i j, 0 ≤ T' i j * ((u' i - u' j) * (u' i - u' j)) := fun i j =>
    mul_nonneg (h0' i j) (mul_self_nonneg _)
  -- drop the nonnegative power in all links that touch a new probe
  rw [Fintype.sum_sum_type]
  refine le_add_of_le_of_nonneg (Finset.sum_le_sum fun i _ => ?_)
    (Finset.sum_nonneg fun i _ => Finset.sum_nonneg fun j _ => hn _ _)
  rw [Fintype.sum_sum_type]
  exact le_add_of_le_of_nonneg (Finset.sum_le_sum fun j _ =>
    mul_le_mul_of_nonneg_right (hle i j) (mul_self_nonneg _))
    (Finset.sum_nonneg fun j _ => hn _ _)
```

For two networks T and T' on the same terminals, with potentials u and u', the change in current also has an exact expression. Use u as trial potentials for T', and u' as trial potentials for T:

I'_s(u') − I_s(u) = E_T'(u, u') − E_T(u', u) = ½ Σ_ij (T'_ij − T_ij)(u_i − u_j)(u'_i − u'_j).

This needs symmetry but no sign condition, so it also holds when some transmissions fall. For T' = T the right side is zero: the source current is the same for all solutions u, even where the probe potentials are not unique.

```lean
/-- For two sets of symmetric transmissions, the change of the source current is the Joule
form of the change in transmission, taken between the old and the new potentials. -/
theorem current_sub_current {T T' : V → V → ℝ} (hT : ∀ i j, T i j = T j i)
    (hT' : ∀ i j, T' i j = T' j i) {s d : V} {u u' : V → ℝ}
    (hu : IsBiased T s d u) (hu' : IsBiased T' s d u') :
    current T' u' s - current T u s = jouleForm (fun i j => T' i j - T i j) u u' := by
  rw [← jouleForm_eq_current hT' hu' hu.source hu.drain,
    ← jouleForm_eq_current hT hu hu'.source hu'.drain]
  simp only [jouleForm, Finset.sum_div, ← Finset.sum_sub_distrib]
  exact Finset.sum_congr rfl fun i _ => Finset.sum_congr rfl fun j _ => by ring
```

The Dirichlet principle has a neighbouring consequence, derived here by hand only: for symmetric nonnegative transmissions the source current is concave in T. Let T'' = λT + (1 − λ)T' with 0 ≤ λ ≤ 1, and let u'' be its potentials. Then

I''_s(u'') = λ E_T(u'', u'') + (1 − λ) E_T'(u'', u'') ≥ λ I_s(u) + (1 − λ) I'_s(u').

## Existence and uniqueness of the probe potentials

Suppose u vanishes at source and drain and drives no net current into the probes. Then Σ_i u_i I_i(u) = 0, so E_T(u, u) = 0. Every term of this sum is nonnegative, hence zero, and u_i = u_j wherever T_ij > 0. Following a chain of such links from the source gives u_i = u_s = 0 for every i. `hlink` is the equality along one link, and the induction follows the chain.

```lean
/-- In a connected network with symmetric nonnegative transmissions, potentials that vanish
at source and drain and drive no net current into the probes vanish everywhere. -/
theorem eq_zero_of_grounded {T : V → V → ℝ} (hT : ∀ i j, T i j = T j i)
    (h0 : ∀ i j, 0 ≤ T i j) (hc : Connected T) {s d : V} {u : V → ℝ} (hs : u s = 0)
    (hd : u d = 0) (hp : ∀ i, i ≠ s → i ≠ d → current T u i = 0) : u = 0 := by
  have hsum : ∑ i, u i * current T u i = 0 := by
    refine Finset.sum_eq_zero fun i _ => ?_
    by_cases his : i = s
    · rw [his, hs, zero_mul]
    by_cases hid : i = d
    · rw [hid, hd, zero_mul]
    rw [hp i his hid, mul_zero]
  rw [sum_mul_current hT] at hsum
  have hpow : ∑ i, ∑ j, T i j * ((u i - u j) * (u i - u j)) = 0 := by
    unfold jouleForm at hsum
    linarith
  have hn : ∀ i j, 0 ≤ T i j * ((u i - u j) * (u i - u j)) := fun i j =>
    mul_nonneg (h0 i j) (mul_self_nonneg _)
  -- no power is dissipated, so no potential drops along an open link
  have hlink : ∀ i j, 0 < T i j → u i = u j := by
    intro i j hij
    have h1 := (Finset.sum_eq_zero_iff_of_nonneg
      (fun i _ => Finset.sum_nonneg fun j _ => hn i j)).1 hpow i (Finset.mem_univ i)
    have h2 := (Finset.sum_eq_zero_iff_of_nonneg
      (fun j _ => hn i j)).1 h1 j (Finset.mem_univ j)
    have h3 := mul_self_eq_zero.1 ((mul_eq_zero.1 h2).resolve_left hij.ne')
    linarith
  funext i
  have hi : u i = u s := by
    have h := hc s i
    induction h with
    | refl => rfl
    | tail _ hbc ih => exact (hlink _ _ hbc).symm.trans ih
  rw [hi, hs, Pi.zero_apply]
```

Define a linear map L that returns u_i at the two contacts and I_i(u) at the probes. The previous step shows that L is injective. A linear map from a finite-dimensional space to itself that is injective is also surjective, so L u = b has exactly one solution for the right side b that is 1 at the source and 0 elsewhere. Source and drain must be distinct, since one terminal cannot be at 1 and 0. A probe with no link to any other terminal could take any potential, which is how uniqueness can fail in a disconnected network.

```lean
/-- In a connected network with symmetric nonnegative transmissions and distinct source and
drain, the probe potentials exist and are unique. -/
theorem existsUnique_isBiased {T : V → V → ℝ} (hT : ∀ i j, T i j = T j i)
    (h0 : ∀ i j, 0 ≤ T i j) (hc : Connected T) {s d : V} (hsd : s ≠ d) :
    ∃! u, IsBiased T s d u := by
  classical
  have hadd : ∀ (u v : V → ℝ) i, current T (u + v) i = current T u i + current T v i := by
    intro u v i
    simp only [current, Pi.add_apply, ← Finset.sum_add_distrib]
    exact Finset.sum_congr rfl fun j _ => by ring
  have hsmul : ∀ (c : ℝ) (u : V → ℝ) i, current T (c • u) i = c * current T u i := by
    intro c u i
    simp only [current, Pi.smul_apply, smul_eq_mul, Finset.mul_sum]
    exact Finset.sum_congr rfl fun j _ => by ring
  -- the linear system: potentials at the contacts, currents at the probes
  obtain ⟨L, hL⟩ : ∃ L : (V → ℝ) →ₗ[ℝ] (V → ℝ), ∀ u i,
      L u i = if i = s ∨ i = d then u i else current T u i :=
    ⟨{  toFun := fun u i => if i = s ∨ i = d then u i else current T u i
        map_add' := by
          intro u v
          funext i
          by_cases h : i = s ∨ i = d
          · simp only [Pi.add_apply, if_pos h]
          · simp only [Pi.add_apply, if_neg h, hadd]
        map_smul' := by
          intro c u
          funext i
          by_cases h : i = s ∨ i = d
          · simp only [Pi.smul_apply, smul_eq_mul, RingHom.id_apply, if_pos h]
          · simp only [Pi.smul_apply, smul_eq_mul, RingHom.id_apply, if_neg h, hsmul] },
      fun _ _ => rfl⟩
  have hinj : Function.Injective L := by
    refine (injective_iff_map_eq_zero L).2 fun u hu => ?_
    refine eq_zero_of_grounded hT h0 hc (s := s) (d := d) ?_ ?_ fun i h1 h2 => ?_
    · simpa [hL] using congrFun hu s
    · simpa [hL] using congrFun hu d
    · simpa [hL, h1, h2] using congrFun hu i
  obtain ⟨u, hu⟩ := LinearMap.injective_iff_surjective.1 hinj
    (fun i => if i = s then (1 : ℝ) else 0)
  refine ⟨u, ⟨?_, ?_, fun i h1 h2 => ?_⟩, fun w hw => hinj ?_⟩
  · simpa [hL] using congrFun hu s
  · simpa [hL, hsd.symm] using congrFun hu d
  · simpa [hL, h1, h2] using congrFun hu i
  · rw [hu]
    funext i
    rw [hL]
    by_cases h1 : i = s
    · simp [h1, hw.source]
    by_cases h2 : i = d
    · simp [h2, hw.drain, hsd.symm]
    simp [h1, h2, hw.probe i h1 h2]
```

In a Green's function calculation for non-interacting electrons with voltage probes, in linear response at low temperature, the transmissions between different terminals come from T_ij = Tr[Γ_i G Γ_j G†] at the Fermi energy, where G is the retarded Green's function and Γ_i the broadening matrix of terminal i. The same linear system is then solved for the probes. For each probe i it reads

(Σ_{j≠i} T_ij) u_i − Σ_{probes j≠i} T_ij u_j = T_is.

The source current then follows from the potentials. Since G contains the self-energies of the probes, a change in one probe coupling generally changes all the T_ij, and the hypothesis of no reduction has to be checked on the computed values.

## One probe between source and drain

Label the source 0, the drain 1 and the probe 2. Zero probe current means

T_20 (u_2 − 1) + T_21 u_2 = 0, so u_2 = T_20 / (T_20 + T_21).

Inserting this into the source current gives

I_0 = T_01 + T_02 (1 − u_2) = T_01 + T_20 T_21 / (T_20 + T_21).

The direct path lies in parallel with the series combination through the probe. The formula also shows what happens when the direct path is weakened. A perfect single channel has T_01 = 1 and conductance 1. If a probe intercepts all carriers, so that T_01 = 0 and T_20 = T_21 = 1, the conductance falls to 1/2.

```lean
/-- One probe (terminal 2) between source 0 and drain 1, with symmetric transmissions and
nonzero total probe coupling: its potential, and the source current as the direct
transmission plus the series combination through the probe. -/
theorem single_probe {T : Fin 3 → Fin 3 → ℝ} (hT : ∀ i j, T i j = T j i)
    (hp : T 2 0 + T 2 1 ≠ 0) {u : Fin 3 → ℝ} (hu : IsBiased T 0 1 u) :
    u 2 = T 2 0 / (T 2 0 + T 2 1) ∧
      current T u 0 = T 0 1 + T 2 0 * T 2 1 / (T 2 0 + T 2 1) := by
  have h := hu.probe 2 (by decide) (by decide)
  simp only [current, Fin.sum_univ_three, hu.source, hu.drain] at h
  have h2 : u 2 = T 2 0 / (T 2 0 + T 2 1) := by
    rw [eq_div_iff hp]
    linarith
  refine ⟨h2, ?_⟩
  simp only [current, Fin.sum_univ_three, hu.source, hu.drain]
  rw [h2, hT 0 2]
  field_simp
  ring

end

end DephasingProbes
```

```lean
#print axioms DephasingProbes.current_mono
-- 'DephasingProbes.current_mono' depends on axioms: [propext, Classical.choice, Quot.sound]
#print axioms DephasingProbes.current_le_of_add_probes
-- 'DephasingProbes.current_le_of_add_probes' depends on axioms: [propext, Classical.choice, Quot.sound]
#print axioms DephasingProbes.existsUnique_isBiased
-- 'DephasingProbes.existsUnique_isBiased' depends on axioms: [propext, Classical.choice, Quot.sound]
#print axioms DephasingProbes.single_probe
-- 'DephasingProbes.single_probe' depends on axioms: [propext, Classical.choice, Quot.sound]
```
